# Quasiparticle orbitals of an energy-dependent Hermitian Hamiltonian need not be orthogonal

An electron added to an interacting system polarises its surroundings, and the strength of that response depends on the electron's energy. Two quasiparticles at different energies therefore move in different effective Hamiltonians. Eigenvectors of one Hermitian matrix with different eigenvalues are orthogonal, but these two orbitals are eigenvectors of two different matrices. What is their overlap?

## The overlap as a matrix element

Let $M(w)$ be the effective Hamiltonian at real energy $w$, written as a matrix in a finite orthonormal basis. It contains the one-electron part and the self-energy. Quasiparticle orbitals $x$ and $y$ with real energies $E$ and $F$ satisfy

$$M(E)x=Ex,\qquad M(F)y=Fy .$$

Here $F$ is simply a second energy, not the Fermi energy. If $E\neq F$ and $M(E)$ is Hermitian, then

$$\langle x,y\rangle=\frac{\langle x,(M(E)-M(F))\,y\rangle}{E-F}.$$

Hermiticity means that the self-energy causes no damping at that energy. The orbitals are orthogonal exactly when the matrix element on the right vanishes, as it always does for a static Hamiltonian.

## Where a code assumes orthonormal orbitals

In a finite-basis GW or Green's-function code with a Hermitian self-energy, the identity tells you whether unit-normalised solutions found at different energies may be treated as an orthonormal set. If unit-normalised solutions overlap, the sum of their $xx^\dagger$ is not a projector, and the inverse of the coefficient matrix is not its conjugate transpose. Replacing the self-energy by one static Hermitian matrix restores orthogonality between different energies.

The identity can also serve as a consistency check on two converged solutions. When $E$ and $F$ are close, the undivided form below avoids a small denominator.

## Subtracting the two quasiparticle equations

Since $M(E)$ is Hermitian and $E$ is real,

$$\langle x,M(E)y\rangle=\langle M(E)x,y\rangle=E\langle x,y\rangle .$$

The equation for $y$ gives $\langle x,M(F)y\rangle=F\langle x,y\rangle$. Subtraction yields

$$(E-F)\langle x,y\rangle=\langle x,(M(E)-M(F))y\rangle ,$$

and division by $E-F\neq0$ gives the overlap. Hermiticity was used only at $E$.

**Linear energy dependence.** Let $M(w)=A+wB$ with $A$ and $B$ Hermitian, as in a self-energy linearised about one common energy. Then $M(E)-M(F)=(E-F)B$. Cancelling $E-F$ gives $\langle x,y\rangle=\langle x,By\rangle$, or

$$\langle x,(1-B)y\rangle=0 .$$

**Self-energy with poles.** Let $M(w)=H+\Sigma(w)$, with $H$ Hermitian and

$$\Sigma(w)=\sum_k\frac{v_kv_k^\dagger}{w-p_k}.$$

The real numbers $p_k$ are energies of undamped excitations, and the vectors $v_k$ couple them to the orbitals. The matrix elements are

$$\langle x,\Sigma(w)y\rangle=\sum_k\frac{\langle x,v_k\rangle\langle v_k,y\rangle}{w-p_k}.$$

For $E$ and $F$ away from the poles,

$$\frac1{E-p_k}-\frac1{F-p_k}=-\frac{E-F}{(E-p_k)(F-p_k)} .$$

Define the amplitudes $s_k=\langle v_k,x\rangle/(E-p_k)$ and $t_k=\langle v_k,y\rangle/(F-p_k)$. Because $E$ and $p_k$ are real, $\overline{s_k}=\langle x,v_k\rangle/(E-p_k)$. The static part $H$ drops out of the difference, so

$$(E-F)\langle x,y\rangle=-(E-F)\sum_k\overline{s_k}\,t_k,
\qquad\text{hence}\qquad
\langle x,y\rangle+\sum_k\overline{s_k}\,t_k=0 .$$

The orbital overlap is balanced by an overlap in the space of excitations.

## Two orbitals and one pole, worked by hand

Take $v=(2,1)$, a pole at $p=0$, and

$$H=\begin{pmatrix}0&-1\\-1&-1\end{pmatrix},\qquad
\Sigma(w)=\frac1w\begin{pmatrix}4&2\\2&1\end{pmatrix}.$$

At the two energies $2$ and $-3$,

$$M(2)=\begin{pmatrix}2&0\\0&-\tfrac12\end{pmatrix},\qquad
M(-3)=\begin{pmatrix}-\tfrac43&-\tfrac53\\-\tfrac53&-\tfrac43\end{pmatrix}.$$

Thus $x=(1,0)$ solves the quasiparticle equation at $E=2$, and $y=(1,1)$ solves it at $F=-3$. Their overlap is $1$, or $1/\sqrt2\approx0.707$ after normalisation.

The identity reproduces this value. One finds $(M(2)-M(-3))y=(5,\tfrac52)$, whose product with $x$ is $5$, and $5/(2-(-3))=1$. The amplitudes are $s=2/2=1$ and $t=3/(-3)=-1$, so the two overlaps sum to $1-1=0$.

## Lean source

```lean
import Mathlib

open Matrix

namespace QuasiparticleOverlap

noncomputable section

variable {n κ : Type*} [Fintype n] [Fintype κ]

/-- The quasiparticle equation `M(E) x = E x`: the effective Hamiltonian `M` is evaluated at
the energy `E` of the orbital `x` itself. -/
def IsQuasiparticle (M : ℝ → Matrix n n ℂ) (E : ℝ) (x : n → ℂ) : Prop :=
  M E *ᵥ x = (E : ℂ) • x

/-- A self-energy with finitely many real poles `p k` and coupling vectors `v k`, the sum of
`v k (v k)† / (w - p k)`, for energies `w` different from every pole. -/
def poleSelfEnergy (v : κ → n → ℂ) (p : κ → ℝ) (w : ℝ) : Matrix n n ℂ :=
  ∑ k, ((w : ℂ) - p k)⁻¹ • vecMulVec (v k) (star (v k))

/-- The satellite amplitudes `⟨v k, x⟩ / (w - p k)` of an orbital `x` at an energy `w`
different from every pole. -/
def satellite (v : κ → n → ℂ) (p : κ → ℝ) (w : ℝ) (x : n → ℂ) : κ → ℂ :=
  fun k => (star (v k) ⬝ᵥ x) / ((w : ℂ) - p k)

/-- For two quasiparticle orbitals, the energy difference times the overlap is the matrix element
of the change in the effective Hamiltonian, provided this is Hermitian at the first energy. -/
theorem gap_mul_overlap {M : ℝ → Matrix n n ℂ} {E F : ℝ} {x y : n → ℂ}
    (hM : (M E).IsHermitian) (hx : IsQuasiparticle M E x) (hy : IsQuasiparticle M F y) :
    ((E : ℂ) - F) * (star x ⬝ᵥ y) = star x ⬝ᵥ ((M E - M F) *ᵥ y) := by
  have hx' : M E *ᵥ x = (E : ℂ) • x := hx
  have hy' : M F *ᵥ y = (F : ℂ) • y := hy
  -- hermiticity lets `M E` act on the left orbital
  have hmove : star x ⬝ᵥ (M E *ᵥ y) = star (M E *ᵥ x) ⬝ᵥ y := by
    rw [Matrix.star_mulVec, hM.eq, Matrix.dotProduct_mulVec]
  rw [Matrix.sub_mulVec, dotProduct_sub, hmove, hx', hy', star_smul, smul_dotProduct,
    dotProduct_smul]
  simp only [smul_eq_mul, Complex.star_def, Complex.conj_ofReal]
  ring

/-- The overlap of two quasiparticle orbitals with different energies is the matrix element of
`M(E) - M(F)` divided by `E - F`, provided `M(E)` is Hermitian. -/
theorem overlap_eq {M : ℝ → Matrix n n ℂ} {E F : ℝ} {x y : n → ℂ}
    (hM : (M E).IsHermitian) (hEF : E ≠ F)
    (hx : IsQuasiparticle M E x) (hy : IsQuasiparticle M F y) :
    star x ⬝ᵥ y = (star x ⬝ᵥ ((M E - M F) *ᵥ y)) / ((E : ℂ) - F) := by
  have hne : (E : ℂ) - F ≠ 0 := sub_ne_zero.mpr (by exact_mod_cast hEF)
  rw [eq_div_iff hne, ← gap_mul_overlap hM hx hy]
  ring

/-- Two quasiparticle orbitals with different energies are orthogonal exactly when `M(E) - M(F)`
has no matrix element between them, provided `M(E)` is Hermitian. -/
theorem orthogonal_iff {M : ℝ → Matrix n n ℂ} {E F : ℝ} {x y : n → ℂ}
    (hM : (M E).IsHermitian) (hEF : E ≠ F)
    (hx : IsQuasiparticle M E x) (hy : IsQuasiparticle M F y) :
    star x ⬝ᵥ y = 0 ↔ star x ⬝ᵥ ((M E - M F) *ᵥ y) = 0 := by
  have hne : (E : ℂ) - F ≠ 0 := sub_ne_zero.mpr (by exact_mod_cast hEF)
  rw [← gap_mul_overlap hM hx hy, mul_eq_zero, or_iff_right hne]

/-- For a Hermitian Hamiltonian `H` with a static Hermitian self-energy `S`, quasiparticle orbitals
with different energies are orthogonal. -/
theorem static_orthogonal {H S : Matrix n n ℂ} {E F : ℝ} {x y : n → ℂ}
    (hH : H.IsHermitian) (hS : S.IsHermitian) (hEF : E ≠ F)
    (hx : IsQuasiparticle (fun _ => H + S) E x) (hy : IsQuasiparticle (fun _ => H + S) F y) :
    star x ⬝ᵥ y = 0 :=
  (orthogonal_iff (M := fun _ => H + S) (hH.add hS) hEF hx hy).2 (by simp)

/-- If the effective Hamiltonian is linear in energy, `A + w B` with `A` and `B` Hermitian, then
orbitals with different energies satisfy `⟨x, (1 - B) y⟩ = 0`. -/
theorem linear_orthogonal [DecidableEq n] {A B : Matrix n n ℂ} {E F : ℝ} {x y : n → ℂ}
    (hA : A.IsHermitian) (hB : B.IsHermitian) (hEF : E ≠ F)
    (hx : IsQuasiparticle (fun w => A + (w : ℂ) • B) E x)
    (hy : IsQuasiparticle (fun w => A + (w : ℂ) • B) F y) :
    star x ⬝ᵥ ((1 - B) *ᵥ y) = 0 := by
  have hne : (E : ℂ) - F ≠ 0 := sub_ne_zero.mpr (by exact_mod_cast hEF)
  have hM : (A + (E : ℂ) • B).IsHermitian := by
    rw [Matrix.IsHermitian, conjTranspose_add, conjTranspose_smul, hA.eq, hB.eq,
      Complex.star_def, Complex.conj_ofReal]
  have h : ((E : ℂ) - F) * (star x ⬝ᵥ y)
      = star x ⬝ᵥ ((A + (E : ℂ) • B - (A + (F : ℂ) • B)) *ᵥ y) :=
    gap_mul_overlap (M := fun w => A + (w : ℂ) • B) hM hx hy
  -- the change in the Hamiltonian is proportional to the energy difference
  have hdiff : A + (E : ℂ) • B - (A + (F : ℂ) • B) = ((E : ℂ) - F) • B := by module
  rw [hdiff, Matrix.smul_mulVec, dotProduct_smul, smul_eq_mul] at h
  rw [Matrix.sub_mulVec, Matrix.one_mulVec, dotProduct_sub]
  exact sub_eq_zero.mpr (mul_left_cancel₀ hne h)

omit [Fintype n] in
/-- The matrix `poleSelfEnergy v p w`, with real `p k` and residues `v k (v k)†`, is Hermitian for
every real `w`. -/
theorem poleSelfEnergy_isHermitian (v : κ → n → ℂ) (p : κ → ℝ) (w : ℝ) :
    (poleSelfEnergy v p w).IsHermitian := by
  refine Matrix.IsHermitian.ext fun i j => ?_
  simp [poleSelfEnergy, Matrix.sum_apply, vecMulVec_apply]
  refine Finset.sum_congr rfl fun k _ => ?_
  ring

/-- A matrix element of the pole self-energy is the sum over poles of the product of the couplings
`⟨x, v k⟩` and `⟨v k, y⟩`, weighted by the inverse of `w - p k`. -/
theorem poleSelfEnergy_element (v : κ → n → ℂ) (p : κ → ℝ) (w : ℝ) (x y : n → ℂ) :
    star x ⬝ᵥ (poleSelfEnergy v p w *ᵥ y)
      = ∑ k, ((w : ℂ) - p k)⁻¹ * (star x ⬝ᵥ v k) * (star (v k) ⬝ᵥ y) := by
  have hR : ∀ k, ((w : ℂ) - p k)⁻¹ * (star x ⬝ᵥ v k) * (star (v k) ⬝ᵥ y)
      = ∑ i, ∑ j, star (x i) * (((w : ℂ) - p k)⁻¹ * (v k i * star (v k j)) * y j) := by
    intro k
    simp only [dotProduct]
    rw [mul_assoc, Finset.sum_mul_sum, Finset.mul_sum]
    refine Finset.sum_congr rfl fun i _ => ?_
    rw [Finset.mul_sum]
    refine Finset.sum_congr rfl fun j _ => ?_
    simp only [Pi.star_apply]
    ring
  rw [Finset.sum_congr rfl fun k _ => hR k, Finset.sum_comm, dotProduct]
  refine Finset.sum_congr rfl fun i _ => ?_
  rw [Finset.sum_comm]
  simp only [Matrix.mulVec, dotProduct, poleSelfEnergy, Matrix.sum_apply, Matrix.smul_apply,
    vecMulVec_apply, smul_eq_mul, Pi.star_apply, Finset.mul_sum, Finset.sum_mul]

/-- For a Hermitian `H` with a pole self-energy, the overlap of two orbitals and the overlap of
their satellite amplitudes sum to zero, if the two energies differ and neither is a pole. -/
theorem overlap_add_satellite {H : Matrix n n ℂ} {v : κ → n → ℂ} {p : κ → ℝ} {E F : ℝ}
    {x y : n → ℂ} (hH : H.IsHermitian) (hEF : E ≠ F) (hE : ∀ k, E ≠ p k) (hF : ∀ k, F ≠ p k)
    (hx : IsQuasiparticle (fun w => H + poleSelfEnergy v p w) E x)
    (hy : IsQuasiparticle (fun w => H + poleSelfEnergy v p w) F y) :
    star x ⬝ᵥ y + star (satellite v p E x) ⬝ᵥ satellite v p F y = 0 := by
  have hne : (E : ℂ) - F ≠ 0 := sub_ne_zero.mpr (by exact_mod_cast hEF)
  have h : ((E : ℂ) - F) * (star x ⬝ᵥ y)
      = star x ⬝ᵥ ((H + poleSelfEnergy v p E - (H + poleSelfEnergy v p F)) *ᵥ y) :=
    gap_mul_overlap (M := fun w => H + poleSelfEnergy v p w)
      (hH.add (poleSelfEnergy_isHermitian v p E)) hx hy
  rw [add_sub_add_left_eq_sub, Matrix.sub_mulVec, dotProduct_sub, poleSelfEnergy_element,
    poleSelfEnergy_element, ← Finset.sum_sub_distrib] at h
  have hs : ∑ k, (((E : ℂ) - p k)⁻¹ * (star x ⬝ᵥ v k) * (star (v k) ⬝ᵥ y)
        - ((F : ℂ) - p k)⁻¹ * (star x ⬝ᵥ v k) * (star (v k) ⬝ᵥ y))
      = -((E : ℂ) - F) * (star (satellite v p E x) ⬝ᵥ satellite v p F y) := by
    rw [dotProduct, Finset.mul_sum]
    refine Finset.sum_congr rfl fun k _ => ?_
    have ha : (E : ℂ) - p k ≠ 0 := sub_ne_zero.mpr (by exact_mod_cast hE k)
    have hb : (F : ℂ) - p k ≠ 0 := sub_ne_zero.mpr (by exact_mod_cast hF k)
    have hstar : star (satellite v p E x) k = (star x ⬝ᵥ v k) / ((E : ℂ) - p k) := by
      rw [Matrix.star_dotProduct x (v k)]
      simp only [Pi.star_apply, satellite, star_div₀, star_sub, Complex.star_def,
        Complex.conj_ofReal]
    -- the difference of two poles factorises
    have key : ((E : ℂ) - p k)⁻¹ - ((F : ℂ) - p k)⁻¹
        = -((E : ℂ) - F) * (((E : ℂ) - p k)⁻¹ * ((F : ℂ) - p k)⁻¹) := by
      rw [inv_sub_inv ha hb, ← mul_inv, div_eq_mul_inv]
      ring
    rw [hstar]
    simp only [satellite]
    linear_combination (star x ⬝ᵥ v k) * (star (v k) ⬝ᵥ y) * key
  rw [hs] at h
  apply mul_left_cancel₀ hne
  linear_combination h

/-- A two-orbital Hermitian Hamiltonian with one self-energy pole at zero has the quasiparticle
orbitals `(1, 0)` at energy `2` and `(1, 1)` at energy `-3`, whose overlap is `1`. -/
theorem nonorthogonal_witness :
    (!![0, -1; -1, -1] : Matrix (Fin 2) (Fin 2) ℂ).IsHermitian ∧
    IsQuasiparticle (fun w => !![0, -1; -1, -1] +
      poleSelfEnergy (fun _ : Fin 1 => ![2, 1]) (fun _ => 0) w) 2 ![1, 0] ∧
    IsQuasiparticle (fun w => !![0, -1; -1, -1] +
      poleSelfEnergy (fun _ : Fin 1 => ![2, 1]) (fun _ => 0) w) (-3) ![1, 1] ∧
    star (![1, 0] : Fin 2 → ℂ) ⬝ᵥ ![1, 1] = 1 := by
  -- the self-energy of the single pole as an explicit matrix
  have hS : ∀ w : ℝ, poleSelfEnergy (fun _ : Fin 1 => (![2, 1] : Fin 2 → ℂ)) (fun _ => 0) w
      = (w : ℂ)⁻¹ • !![4, 2; 2, 1] := by
    intro w
    ext i j
    simp only [poleSelfEnergy, Matrix.sum_apply, Matrix.smul_apply, vecMulVec_apply,
      Pi.star_apply, Fin.sum_univ_succ]
    fin_cases i <;> fin_cases j <;> simp
    norm_num
  refine ⟨?_, ?_, ?_, ?_⟩
  · refine Matrix.IsHermitian.ext fun i j => ?_
    fin_cases i <;> fin_cases j <;> simp
  · simp only [IsQuasiparticle, hS]
    ext i
    fin_cases i <;> simp [Matrix.mulVec, dotProduct, Fin.sum_univ_succ]
    norm_num
  · simp only [IsQuasiparticle, hS]
    ext i
    fin_cases i <;> simp [Matrix.mulVec, dotProduct, Fin.sum_univ_succ] <;> norm_num
  · simp [dotProduct, Fin.sum_univ_succ]

end

end QuasiparticleOverlap
```

```lean
#print axioms QuasiparticleOverlap.overlap_eq
-- 'QuasiparticleOverlap.overlap_eq' depends on axioms: [propext, Classical.choice, Quot.sound]
#print axioms QuasiparticleOverlap.static_orthogonal
-- 'QuasiparticleOverlap.static_orthogonal' depends on axioms: [propext, Classical.choice, Quot.sound]
#print axioms QuasiparticleOverlap.linear_orthogonal
-- 'QuasiparticleOverlap.linear_orthogonal' depends on axioms: [propext, Classical.choice, Quot.sound]
#print axioms QuasiparticleOverlap.overlap_add_satellite
-- 'QuasiparticleOverlap.overlap_add_satellite' depends on axioms: [propext, Classical.choice, Quot.sound]
```

## Hermitian matrices at real energies: the scope of the theorems

The type `n` labels the basis orbitals and `κ` labels the poles; both are finite. The function `M : ℝ → Matrix n n ℂ` is the effective Hamiltonian, and `star x ⬝ᵥ y` is $\langle x,y\rangle$, conjugated in the first argument. This expression assumes an orthonormal basis, so coefficients in a non-orthogonal atomic basis must be transformed first.

`IsQuasiparticle M E x` says only that $M(E)x=Ex$. It requires neither normalisation nor a large spectral weight, and it admits the zero vector. The name is therefore broader than the textbook term. Likewise, `satellite` denotes the amplitudes $s_k$ and $t_k$, not peaks in a spectral function.

The theorems state the following:

- `gap_mul_overlap` is the undivided identity, and it also holds when $E=F$. `overlap_eq` is the divided form for $E\ne F$.
- `orthogonal_iff` gives the criterion for orthogonality, and `static_orthogonal` applies it to $H+S$ with a static Hermitian self-energy $S$.
- `linear_orthogonal` gives $\langle x,(1-B)y\rangle=0$. It does not assume that $1-B$ is positive, so this form need not be an inner product.
- `overlap_add_satellite` gives the balance of overlaps. Its hypotheses `hE` and `hF` keep both energies off the poles, where Lean's convention $0^{-1}=0$ would silently delete a term from the self-energy.
- `nonorthogonal_witness` verifies the two-orbital example, including the Hermiticity of $H$.

An extended metal lies outside this model: the discrete poles merge into a continuum, and the self-energy generally acquires damping. In the electron gas, quasiparticles away from the Fermi surface generally have finite lifetimes, and the hypotheses then fail.

## From the Lean steps to the algebra

In `gap_mul_overlap`, the intermediate result `hmove` transfers $M(E)$ to the left orbital. The rewrites insert the two quasiparticle equations, `Complex.conj_ofReal` uses the reality of $E$, and `ring` collects the terms. `overlap_eq` divides by the nonzero energy difference. `orthogonal_iff` uses the fact that a product with one nonzero factor vanishes only if the other factor does. In the static case, `simp` reduces the matrix difference to zero.

For linear energy dependence, `hM` establishes Hermiticity at $E$, `hdiff` extracts the factor $E-F$, and `mul_left_cancel₀` cancels it.

The pole result rests on two lemmas. `poleSelfEnergy_isHermitian` compares matrix entries, and `poleSelfEnergy_element` expands the matrix element into sums over $i$, $j$ and $k$ and reorders them. In `overlap_add_satellite`, `key` is the factorised difference of two poles, `hstar` conjugates the left amplitude, and `hs` sums the result over $k$. Cancelling $E-F$ finishes the argument.

For the example, `hS` writes the self-energy as an explicit matrix. The remaining steps check Hermiticity, the two quasiparticle equations component by component, and the overlap.
